# The sine of a small phase t d falls short of linearity by (t d)³/6 to leading order

For a phase t d that grows linearly in a real parameter t, with d a fixed real rate, the theorem `sine_cubic` gives the first correction to replacing the sine of the phase by the phase itself. Precisely, (sin(t d) − t d)/t³ tends to −d³/6 as t decreases to zero. The rate d may have any sign or be zero, and no Hamiltonian or state enters the statement. The proof tries to bound the distance between the quotient and its limit by t d⁴, which tends to zero, using Mathlib's estimate `Real.sin_bound` once |t d| ≤ 1.

As first written in Lean, the proof fails:

```lean
import Mathlib

open Filter Topology

namespace SineCubic

noncomputable section

/-- A phase `t c` vanishes as `t` decreases to zero. -/
theorem phase_tendsto_zero (c : ℝ) : Tendsto (fun t : ℝ => t * c) (𝓝[>] 0) (𝓝 0) := by
  have h := (continuous_mul_const c).tendsto 0
  rw [zero_mul] at h
  exact h.mono_left nhdsWithin_le_nhds

/-- The leading deviation of `sin (t d)` from `t d` is `-(t d)³/6` as `t` decreases to zero. -/
theorem sine_cubic (d : ℝ) :
    Tendsto (fun t : ℝ => (Real.sin (t * d) - t * d) / t ^ 3) (𝓝[>] 0) (𝓝 (-d ^ 3 / 6)) := by
  have hc := (phase_tendsto_zero d).abs
  rw [abs_zero] at hc
  rw [tendsto_iff_norm_sub_tendsto_zero]
  refine squeeze_zero' (Eventually.of_forall fun t => norm_nonneg _) ?_
    (phase_tendsto_zero (d ^ 4))
  filter_upwards [hc.eventually_le_const one_pos, self_mem_nhdsWithin] with t h1 ht
  have h3 : 0 < t ^ 3 := pow_pos ht 3
  have hs := Real.sin_bound h1
  have h4 : 0 ≤ |t * d| ^ 4 := by positivity
  have e4 : |t * d| ^ 4 = t * d ^ 4 * t ^ 3 := by
    rw [Even.pow_abs (by decide)]
    ring
  have e : (Real.sin (t * d) - t * d) / t ^ 3 - -d ^ 3 / 6
      = (Real.sin (t * d) - (t * d - (t * d) ^ 3 / 6)) / t ^ 3 := by
    rw [eq_div_iff h3.ne', sub_mul, div_mul_cancel₀ _ h3.ne']
    ring
  rw [e, Real.norm_eq_abs, abs_div, abs_of_pos h3, div_le_iff₀ h3, ← e4]
  linarith

end

end SineCubic
```

Compiling this gives:

```
Main.lean:35:2: error: linarith failed to find a contradiction
d : ℝ
hc : Tendsto (fun x => |x * d|) (𝓝[>] 0) (𝓝 0)
t : ℝ
h1 : |t * d| ≤ 1
ht : t ∈ Set.Ioi 0
h3 : 0 < t ^ 3
hs : |Real.sin (t * d) - (t * d - (t * d) ^ 3 / 6)| ≤ |t * d| ^ 5 / 100
h4 : 0 ≤ |t * d| ^ 4
e4 : |t * d| ^ 4 = t * d ^ 4 * t ^ 3
e : (Real.sin (t * d) - t * d) / t ^ 3 - -d ^ 3 / 6 = (Real.sin (t * d) - (t * d - (t * d) ^ 3 / 6)) / t ^ 3
a✝ : |t * d| ^ 4 < |Real.sin (t * d) - (t * d - (t * d) ^ 3 / 6)|
⊢ False
failed
```

After these edits no error is left:

```diff
@@ -32,4 +32,7 @@
     rw [eq_div_iff h3.ne', sub_mul, div_mul_cancel₀ _ h3.ne']
     ring
+  have h5 : |t * d| ^ 5 ≤ |t * d| ^ 4 := by
+    rw [pow_succ]
+    exact mul_le_of_le_one_right h4 h1
   rw [e, Real.norm_eq_abs, abs_div, abs_of_pos h3, div_le_iff₀ h3, ← e4]
   linarith
```

Diagnosis. The one error is at the closing `linarith`. By then the goal is that the error of the cubic approximation to the sine is at most `|t * d| ^ 4`, but the hypothesis `hs`, which comes from `Real.sin_bound`, bounds that error by `|t * d| ^ 5 / 100`. The bound is strong enough, since |t d| ≤ 1 makes the fifth power no larger than the fourth. That comparison needs a product of hypotheses, however, and `linarith` looks only for linear combinations, treating the two powers as unrelated quantities. Neither `h1` nor `h4` links them by itself.

The repair supplies the link as `h5`. There `pow_succ` writes the fifth power as the fourth times `|t * d|`, and `mul_le_of_le_one_right` applies because the fourth power is nonnegative (`h4`) and the remaining factor is at most one (`h1`). With `h5` in the context, `linarith` can chain the bounds: the error is at most a hundredth of the fifth power, hence at most a hundredth of the fourth, and so at most the fourth power itself, again by `h4`.
